# The classical spin-fluctuation sum rule has a solution k > 0 at every T > 0 in two dimensions, but in three only when TL > C

A root search for the inverse correlation length k of a two-dimensional magnet can return zero at low temperature, and I would then report a transition that the model does not have. The model fixes k > 0 by a sum rule with cutoff L and total amplitude C:

T ∫₀ᴸ q/(q² + k²) dq = C

I believe this has exactly one solution for all T, C, L > 0, so there is no order at finite T, whereas with q² in the numerator (three dimensions) a solution needs TL > C. Can this be made rigorous and machine-checked?

## A logarithm in two dimensions, a finite ceiling above

Yes, for the sum rule as you state it. In d dimensions, put n = d − 1 and write

F_n(k) = T ∫₀ᴸ qⁿ/(q² + k²) dq.

**Two dimensions.** Since ½ log(q² + k²) has derivative q/(q² + k²),

F₁(k) = (T/2) [log(L² + k²) − log k²] = (T/2) log(1 + L²/k²).

Setting this equal to C and exponentiating gives

1/k² = (exp(2C/T) − 1)/L².

The right side is positive because C/T > 0, so exactly one k > 0 satisfies it:

k = L/√(exp(2C/T) − 1).

For T much smaller than C this is about L exp(−C/T): tiny, but not zero. In this model, a numerical k = 0 in two dimensions is therefore an artefact of the computation, not a transition.

**Three dimensions and above.** Write d = m + 3 with m = 0, 1, 2, …, so n = m + 2. At k = 0 the integrand reduces to qᵐ, and

F_{m+2}(0) = T Lᵐ⁺¹/(m + 1).

For k > 0 and q > 0 we have qᵐ⁺² < qᵐ(q² + k²), so the integrand lies below qᵐ and F_{m+2}(k) < F_{m+2}(0). A solution therefore requires C < T Lᵐ⁺¹/(m + 1).

Conversely, assume that inequality. The bound qᵐ is integrable and independent of k, so F_{m+2} is continuous down to k = 0. The numerator is at most Lᵐ⁺² and the denominator at least k², so

F_{m+2}(k) ≤ T Lᵐ⁺³/k².

Let A = T Lᵐ⁺³/C. At k = A + 1 the bound equals C·A/(A + 1)², which is less than C. The intermediate value theorem gives a k between 0 and A + 1 with F_{m+2}(k) = C, and k ≠ 0 because F_{m+2}(0) > C. For d = 3 the condition is C < TL.

In every dimension the integrand falls strictly as k > 0 grows, so there is never more than one solution.

## What the Lean theorems say

`fluctuation n T L k` is F_n(k), with real T, L and k and a natural number n.

- `planar_existsUnique`: for T, L, C > 0 there is exactly one real k with `0 < k` and `fluctuation 1 T L k = C`.
- `planar_sum_rule_iff`: a given k > 0 solves the planar rule exactly when the formula for 1/k² holds.
- `bulk_sum_rule_iff`: the existence criterion in dimension m + 3; `three_dim_sum_rule_iff` is the case m = 0.
- `fluctuation_strictAntiOn`: the amplitude strictly decreases on k > 0, for every n.

C stands for the total squared local moment available to thermal fluctuations, with angular factors and couplings absorbed. It is postulated, as are the spectrum 1/(q² + k²) and the sharp cutoff. Here q is the distance from the ordering wavevector, and every mode carries the classical thermal weight T, in units with k_B = 1. The quantum suppression of modes with energies above T is left out, and so are zero-point fluctuations. "No order" here means that the sum rule is met at a finite correlation length. It is a statement about this closure, not about a microscopic spin Hamiltonian.

```lean
import Mathlib

open MeasureTheory Set

namespace SpinFluctuationSumRule

noncomputable section

/-- Thermal spin-fluctuation amplitude at temperature `T`, momentum cutoff `L` and inverse
correlation length `k`, with phase-space factor `q ^ n` (`n = d - 1` in `d` dimensions).
It is used for `k > 0`, and for `n ≥ 2` also at `k = 0`. -/
def fluctuation (n : ℕ) (T L k : ℝ) : ℝ :=
  T * ∫ q in (0 : ℝ)..L, q ^ n / (q ^ 2 + k ^ 2)

/-- For `k > 0` the integrand `q ^ n / (q ^ 2 + k ^ 2)` is continuous in `q`. -/
theorem spectrum_continuous (n : ℕ) {k : ℝ} (hk : 0 < k) :
    Continuous fun q : ℝ => q ^ n / (q ^ 2 + k ^ 2) :=
  Continuous.div (by fun_prop) (by fun_prop) (fun q => by positivity)

/-- For `k > 0` the two-dimensional amplitude is `T / 2` times the logarithm of `1 + L ^ 2 / k ^ 2`.
-/
theorem planar_fluctuation (T L : ℝ) {k : ℝ} (hk : 0 < k) :
    fluctuation 1 T L k = T / 2 * Real.log (1 + L ^ 2 / k ^ 2) := by
  have hk2 : k ^ 2 ≠ 0 := by positivity
  have hL2 : L ^ 2 + k ^ 2 ≠ 0 := by positivity
  -- an antiderivative of the integrand
  have h : ∀ q ∈ uIcc 0 L, HasDerivAt (fun x : ℝ => Real.log (x ^ 2 + k ^ 2) / 2)
      (q ^ 1 / (q ^ 2 + k ^ 2)) q := by
    intro q _
    have hp : q ^ 2 + k ^ 2 ≠ 0 := by positivity
    have h1 : HasDerivAt (fun x : ℝ => x ^ 2 + k ^ 2) (2 * q) q := by
      simpa using (hasDerivAt_pow 2 q).add_const (k ^ 2)
    exact ((h1.log hp).div_const 2).congr_deriv (by ring)
  have e : 1 + L ^ 2 / k ^ 2 = (L ^ 2 + k ^ 2) / k ^ 2 := by
    rw [add_div, div_self hk2, add_comm]
  have z : (0 : ℝ) ^ 2 + k ^ 2 = k ^ 2 := by ring
  rw [fluctuation, intervalIntegral.integral_eq_sub_of_hasDerivAt h
    ((spectrum_continuous 1 hk).intervalIntegrable _ _), e, Real.log_div hL2 hk2]
  simp only [z]
  ring

/-- For `T, L > 0` the two-dimensional sum rule holds at `k > 0` exactly when the squared
correlation length `1 / k ^ 2` equals `(exp (2 C / T) - 1) / L ^ 2`. -/
theorem planar_sum_rule_iff {T L k : ℝ} (C : ℝ) (hT : 0 < T) (hL : 0 < L) (hk : 0 < k) :
    fluctuation 1 T L k = C ↔ 1 / k ^ 2 = (Real.exp (2 * C / T) - 1) / L ^ 2 := by
  have hpos : 0 < 1 + L ^ 2 / k ^ 2 := by positivity
  have hL2 : L ^ 2 ≠ 0 := by positivity
  have e1 : T / 2 * Real.log (1 + L ^ 2 / k ^ 2) = C ↔
      Real.log (1 + L ^ 2 / k ^ 2) = 2 * C / T := by
    rw [eq_div_iff hT.ne']
    constructor <;> intro h <;> linarith
  have e2 : Real.log (1 + L ^ 2 / k ^ 2) = 2 * C / T ↔
      1 + L ^ 2 / k ^ 2 = Real.exp (2 * C / T) :=
    ⟨fun h => by rw [← h, Real.exp_log hpos], fun h => by rw [h, Real.log_exp]⟩
  have e3 : 1 / k ^ 2 * L ^ 2 = L ^ 2 / k ^ 2 := by ring
  rw [planar_fluctuation T L hk, e1, e2, eq_div_iff hL2, e3]
  constructor <;> intro h <;> linarith

/-- For `L, C > 0` the two-dimensional sum rule has exactly one solution `k > 0` at every
temperature `T > 0`. -/
theorem planar_existsUnique {T L C : ℝ} (hT : 0 < T) (hL : 0 < L) (hC : 0 < C) :
    ∃! k : ℝ, 0 < k ∧ fluctuation 1 T L k = C := by
  have hE : 0 < Real.exp (2 * C / T) - 1 := by
    have h1 := Real.add_one_le_exp (2 * C / T)
    have h2 : 0 < 2 * C / T := by positivity
    linarith
  have hk0 : 0 < L / √(Real.exp (2 * C / T) - 1) := div_pos hL (Real.sqrt_pos.2 hE)
  have h0 : 1 / (L / √(Real.exp (2 * C / T) - 1)) ^ 2
      = (Real.exp (2 * C / T) - 1) / L ^ 2 := by
    rw [div_pow, Real.sq_sqrt hE.le, one_div_div]
  refine ⟨_, ⟨hk0, (planar_sum_rule_iff C hT hL hk0).2 h0⟩, ?_⟩
  rintro k ⟨hk, h⟩
  have h1 := ((planar_sum_rule_iff C hT hL hk).1 h).trans h0.symm
  rw [one_div, one_div] at h1
  exact (pow_left_inj₀ hk.le hk0.le two_ne_zero).1 (inv_injective h1)

/-- For `T, L > 0` the fluctuation amplitude is strictly decreasing in `k` on `k > 0`. -/
theorem fluctuation_strictAntiOn (n : ℕ) {T L : ℝ} (hT : 0 < T) (hL : 0 < L) :
    StrictAntiOn (fluctuation n T L) (Ioi 0) := by
  intro k hk k' hk' hkk
  have hk : 0 < k := hk
  have hk' : 0 < k' := hk'
  have hlt : ∀ q : ℝ, 0 < q → q ^ n / (q ^ 2 + k' ^ 2) < q ^ n / (q ^ 2 + k ^ 2) := by
    intro q hq
    gcongr
  exact mul_lt_mul_of_pos_left
    (intervalIntegral.integral_lt_integral_of_continuousOn_of_le_of_exists_lt hL
      (spectrum_continuous n hk').continuousOn (spectrum_continuous n hk).continuousOn
      (fun q hq => (hlt q hq.1).le) ⟨L, ⟨hL.le, le_rfl⟩, hlt L hL⟩) hT

/-- In dimension `m + 3` the amplitude at infinite correlation length (`k = 0`) equals `T L ^ (m +
1) / (m + 1)`. -/
theorem fluctuation_critical (m : ℕ) (T : ℝ) {L : ℝ} (hL : 0 < L) :
    fluctuation (m + 2) T L 0 = T * (L ^ (m + 1) / (m + 1)) := by
  have h : ∫ q in (0 : ℝ)..L, q ^ (m + 2) / (q ^ 2 + 0 ^ 2) = ∫ q in (0 : ℝ)..L, q ^ m := by
    refine intervalIntegral.integral_congr_ae (Filter.Eventually.of_forall fun q hq => ?_)
    rw [uIoc_of_le hL.le] at hq
    have hq0 : q ^ 2 + 0 ^ 2 ≠ 0 := by
      have := pow_pos hq.1 2
      linarith
    rw [div_eq_iff hq0]
    ring
  rw [fluctuation, h, integral_pow, zero_pow (by omega : m + 1 ≠ 0), sub_zero]

/-- In dimension `m + 3` the amplitude is continuous in `k`, including at `k = 0`. -/
theorem fluctuation_continuous (m : ℕ) (T : ℝ) {L : ℝ} (hL : 0 < L) :
    Continuous (fluctuation (m + 2) T L) := by
  -- for `q > 0` the integrand is dominated by its value at `k = 0`
  refine continuous_const.mul (intervalIntegral.continuous_of_dominated_interval
    (bound := fun q => q ^ m) (fun k => Measurable.aestronglyMeasurable (by fun_prop))
    (fun k => Filter.Eventually.of_forall fun q hq => ?_)
    ((continuous_pow m).intervalIntegrable _ _)
    (Filter.Eventually.of_forall fun q hq => ?_))
  · rw [uIoc_of_le hL.le] at hq
    have hq0 := hq.1
    have h : 0 ≤ q ^ m * k ^ 2 := by positivity
    rw [Real.norm_of_nonneg (by positivity), div_le_iff₀ (by positivity), pow_add]
    nlinarith [h]
  · rw [uIoc_of_le hL.le] at hq
    have hq0 := hq.1
    exact Continuous.div continuous_const (by fun_prop) (fun k => by positivity)

/-- For `T, L, k > 0` the amplitude is at most `T L ^ (n + 1) / k ^ 2`. -/
theorem fluctuation_le (n : ℕ) {T L k : ℝ} (hT : 0 < T) (hL : 0 < L) (hk : 0 < k) :
    fluctuation n T L k ≤ T * (L ^ (n + 1) / k ^ 2) := by
  have h : ∫ q in (0 : ℝ)..L, q ^ n / (q ^ 2 + k ^ 2) ≤ ∫ _ in (0 : ℝ)..L, L ^ n / k ^ 2 :=
    intervalIntegral.integral_mono_on hL.le
      ((spectrum_continuous n hk).intervalIntegrable _ _)
      (continuous_const.intervalIntegrable _ _)
      (fun q hq => div_le_div₀ (by positivity) (pow_le_pow_left₀ hq.1 hq.2 n)
        (by positivity) (by nlinarith [sq_nonneg q]))
  have e : L * (L ^ n / k ^ 2) = L ^ (n + 1) / k ^ 2 := by ring
  rw [intervalIntegral.integral_const, smul_eq_mul, sub_zero, e] at h
  exact mul_le_mul_of_nonneg_left h hT.le

/-- For `T, L, C > 0` the sum rule in dimension `m + 3` has a solution `k > 0` if and only if `C`
lies below the amplitude `T L ^ (m + 1) / (m + 1)`. -/
theorem bulk_sum_rule_iff (m : ℕ) {T L C : ℝ} (hT : 0 < T) (hL : 0 < L) (hC : 0 < C) :
    (∃ k : ℝ, 0 < k ∧ fluctuation (m + 2) T L k = C) ↔ C < T * (L ^ (m + 1) / (m + 1)) := by
  rw [← fluctuation_critical m T hL]
  constructor
  · rintro ⟨k, hk, rfl⟩
    -- compare the integrand with its value `q ^ m` at `k = 0`
    have hlt : ∀ q : ℝ, 0 < q → q ^ (m + 2) / (q ^ 2 + k ^ 2) < q ^ m := by
      intro q hq
      have h : 0 < q ^ m * k ^ 2 := by positivity
      rw [div_lt_iff₀ (by positivity), pow_add]
      nlinarith [h]
    have hle : ∀ q ∈ Ioc 0 L, q ^ (m + 2) / (q ^ 2 + k ^ 2) ≤ q ^ m :=
      fun q hq => (hlt q hq.1).le
    have h := intervalIntegral.integral_lt_integral_of_continuousOn_of_le_of_exists_lt hL
      (spectrum_continuous (m + 2) hk).continuousOn (continuous_pow m).continuousOn
      hle ⟨L, ⟨hL.le, le_rfl⟩, hlt L hL⟩
    rw [integral_pow, zero_pow (by omega : m + 1 ≠ 0), sub_zero] at h
    rw [fluctuation_critical m T hL]
    exact mul_lt_mul_of_pos_left h hT
  · intro h
    -- at large `k` the amplitude drops below `C`
    obtain ⟨A, hA, hAC⟩ : ∃ A : ℝ, 0 < A ∧ A * C = T * L ^ (m + 2 + 1) :=
      ⟨T * L ^ (m + 2 + 1) / C, by positivity, div_mul_cancel₀ _ hC.ne'⟩
    have hb : 0 < A + 1 := by linarith
    have hsmall : T * (L ^ (m + 2 + 1) / (A + 1) ^ 2) < C := by
      rw [← mul_div_assoc, div_lt_iff₀ (by positivity), ← hAC]
      nlinarith [mul_pos hC hA, mul_pos (mul_pos hC hA) hA]
    have hlow := (fluctuation_le (m + 2) hT hL hb).trans hsmall.le
    obtain ⟨k, hk, hkC⟩ := intermediate_value_Icc' hb.le
      (fluctuation_continuous m T hL).continuousOn ⟨hlow, h.le⟩
    refine ⟨k, lt_of_le_of_ne hk.1 ?_, hkC⟩
    rintro rfl
    exact h.ne' hkC

/-- For `T, L, C > 0` the three-dimensional sum rule has a solution `k > 0` if and only if `T L >
C`. -/
theorem three_dim_sum_rule_iff {T L C : ℝ} (hT : 0 < T) (hL : 0 < L) (hC : 0 < C) :
    (∃ k : ℝ, 0 < k ∧ fluctuation 2 T L k = C) ↔ C < T * L := by
  simpa using bulk_sum_rule_iff 0 hT hL hC

end

end SpinFluctuationSumRule
```

```lean
#print axioms SpinFluctuationSumRule.planar_existsUnique
#print axioms SpinFluctuationSumRule.fluctuation_strictAntiOn
#print axioms SpinFluctuationSumRule.three_dim_sum_rule_iff
```

```
'SpinFluctuationSumRule.planar_existsUnique' depends on axioms: [propext, Classical.choice, Quot.sound]
'SpinFluctuationSumRule.fluctuation_strictAntiOn' depends on axioms: [propext, Classical.choice, Quot.sound]
'SpinFluctuationSumRule.three_dim_sum_rule_iff' depends on axioms: [propext, Classical.choice, Quot.sound]
```

## How the proof follows the calculation

`planar_fluctuation` applies the fundamental theorem of calculus to the logarithmic antiderivative, and `planar_sum_rule_iff` inverts the logarithm. `planar_existsUnique` supplies the explicit k; any other solution has the same 1/k², and positivity makes the two equal.

`fluctuation_strictAntiOn` integrates a pointwise inequality. Strictness survives because both integrands are continuous and differ at q = L.

`fluctuation_critical` cancels q² and computes the value at k = 0. `fluctuation_continuous` is dominated convergence with bound qᵐ, and `fluctuation_le` is the large-k estimate. `bulk_sum_rule_iff` combines them: its first half compares the integrand with qᵐ, and its second evaluates the estimate at `A + 1` and applies `intermediate_value_Icc'`, the intermediate value theorem for a function whose right endpoint value is the lower one.
